# Real matrices that are both orthogonal and symplectic form a copy of the unitary group

A lossless network of beam splitters and phase shifters mixes the positions $q$ and momenta $p$ of $n$ light modes linearly, keeping the canonical structure and the total $\sum_k (q_k^2+p_k^2)$ unchanged. Which real $2n\times 2n$ matrices can describe such a network, and how are they related to the $n\times n$ unitary matrix that acts on the complex mode amplitudes?

```lean
import Mathlib

open Matrix

namespace PassiveCanonicalMaps

noncomputable section

variable {n : Type*} [Fintype n] [DecidableEq n]

/-- The standard symplectic form on phase space, positions first and momenta second. -/
def sympForm (n : Type*) [DecidableEq n] : Matrix (n ⊕ n) (n ⊕ n) ℝ :=
  fromBlocks 0 1 (-1) 0

/-- The complex matrix `X + iY` built from two real matrices. -/
def complexOf (X Y : Matrix n n ℝ) : Matrix n n ℂ :=
  Matrix.of fun i j => (X i j : ℂ) + Complex.I * (Y i j : ℂ)

/-- The real phase-space matrix `[[Re U, -Im U], [Im U, Re U]]` of a complex matrix `U`. -/
def realify (U : Matrix n n ℂ) : Matrix (n ⊕ n) (n ⊕ n) ℝ :=
  fromBlocks (U.map Complex.re) (-(U.map Complex.im)) (U.map Complex.im) (U.map Complex.re)

/-- The complex mode amplitudes `q + ip` of a phase-space point `(q, p)`. -/
def amplitude (z : n ⊕ n → ℝ) : n → ℂ :=
  fun i => (z (Sum.inl i) : ℂ) + Complex.I * (z (Sum.inr i) : ℂ)

/-- The passive linear canonical maps: real matrices that are orthogonal and symplectic. -/
def passive (n : Type*) [Fintype n] [DecidableEq n] :
    Submonoid (Matrix (n ⊕ n) (n ⊕ n) ℝ) where
  carrier := {S | Sᵀ * S = 1 ∧ Sᵀ * sympForm n * S = sympForm n}
  one_mem' := ⟨by simp, by simp⟩
  mul_mem' {A B} hA hB := by
    obtain ⟨a1, a2⟩ := hA
    obtain ⟨b1, b2⟩ := hB
    refine ⟨?_, ?_⟩
    · calc (A * B)ᵀ * (A * B) = Bᵀ * (Aᵀ * A) * B := by
            simp only [Matrix.transpose_mul, Matrix.mul_assoc]
        _ = 1 := by rw [a1, Matrix.mul_one, b1]
    · calc (A * B)ᵀ * sympForm n * (A * B) = Bᵀ * (Aᵀ * sympForm n * A) * B := by
            simp only [Matrix.transpose_mul, Matrix.mul_assoc]
        _ = sympForm n := by rw [a2, b2]

omit [DecidableEq n] in
/-- The phase-space matrix of a product of complex matrices is the product of their
phase-space matrices. -/
theorem realify_mul (U V : Matrix n n ℂ) : realify (U * V) = realify U * realify V := by
  unfold realify
  rw [fromBlocks_multiply, fromBlocks_inj]
  refine ⟨?_, ?_, ?_, ?_⟩ <;> ext i j <;>
    simp only [Matrix.map_apply, Matrix.mul_apply, Matrix.add_apply, Matrix.neg_apply,
      Complex.re_sum, Complex.im_sum, Complex.mul_re, Complex.mul_im,
      ← Finset.sum_add_distrib, ← Finset.sum_neg_distrib] <;>
    exact Finset.sum_congr rfl fun k _ => by ring

omit [Fintype n] [DecidableEq n] in
/-- A complex matrix is recovered from the left column of blocks of its phase-space matrix. -/
theorem complexOf_realify (U : Matrix n n ℂ) :
    complexOf (realify U).toBlocks₁₁ (realify U).toBlocks₂₁ = U := by
  ext i j
  apply Complex.ext <;> simp [complexOf, realify]

omit [Fintype n] [DecidableEq n] in
/-- The phase-space matrix of `X + iY` is `[[X, -Y], [Y, X]]`. -/
theorem realify_complexOf (X Y : Matrix n n ℝ) :
    realify (complexOf X Y) = fromBlocks X (-Y) Y X := by
  have hre : (complexOf X Y).map Complex.re = X := by
    ext i j
    simp [complexOf]
  have him : (complexOf X Y).map Complex.im = Y := by
    ext i j
    simp [complexOf]
  rw [realify, hre, him]

/-- A real phase-space matrix commutes with the symplectic form exactly when it has the
block form `[[X, -Y], [Y, X]]`. -/
theorem commutes_iff_blocks (S : Matrix (n ⊕ n) (n ⊕ n) ℝ) :
    sympForm n * S = S * sympForm n ↔ ∃ X Y : Matrix n n ℝ, S = fromBlocks X (-Y) Y X := by
  constructor
  · intro h
    -- compare the two products block by block
    rw [← fromBlocks_toBlocks S, sympForm, fromBlocks_multiply, fromBlocks_multiply,
      fromBlocks_inj] at h
    simp only [Matrix.zero_mul, Matrix.one_mul, Matrix.mul_zero, Matrix.mul_one,
      Matrix.mul_neg, Matrix.neg_mul, zero_add, add_zero] at h
    obtain ⟨h1, h2, -, -⟩ := h
    refine ⟨S.toBlocks₁₁, S.toBlocks₂₁, ?_⟩
    calc S = fromBlocks S.toBlocks₁₁ S.toBlocks₁₂ S.toBlocks₂₁ S.toBlocks₂₂ :=
          (fromBlocks_toBlocks S).symm
      _ = _ := by rw [h2, h1, neg_neg]
  · rintro ⟨X, Y, rfl⟩
    simp [sympForm, fromBlocks_multiply]

/-- The phase-space matrix of `U` is orthogonal and symplectic exactly when `U` is unitary. -/
theorem realify_mem_passive_iff (U : Matrix n n ℂ) :
    realify U ∈ passive n ↔ U ∈ unitaryGroup n ℂ := by
  have hinj : Function.Injective (realify : Matrix n n ℂ → _) := by
    intro A B h
    rw [← complexOf_realify A, h, complexOf_realify]
  -- the adjoint becomes the transpose
  have ht : (realify U)ᵀ = realify Uᴴ := by
    unfold realify
    rw [fromBlocks_transpose, fromBlocks_inj]
    refine ⟨?_, ?_, ?_, ?_⟩ <;> ext i j <;> simp
  have hone : realify (1 : Matrix n n ℂ) = 1 := by
    unfold realify
    rw [← fromBlocks_one, fromBlocks_inj]
    refine ⟨?_, ?_, ?_, ?_⟩ <;> ext i j <;> by_cases h : i = j <;>
      simp [Matrix.one_apply, h]
  have key : (realify U)ᵀ * realify U = 1 ↔ Uᴴ * U = 1 := by
    rw [ht, ← realify_mul, ← hone, hinj.eq_iff]
  constructor
  · rintro ⟨h, -⟩
    exact mem_unitaryGroup_iff'.2 (key.1 h)
  · intro h
    have h1 := key.2 (mem_unitaryGroup_iff'.1 h)
    have hc : sympForm n * realify U = realify U * sympForm n :=
      (commutes_iff_blocks _).2 ⟨_, _, rfl⟩
    refine ⟨h1, ?_⟩
    rw [Matrix.mul_assoc, hc, ← Matrix.mul_assoc, h1, Matrix.one_mul]

/-- A real phase-space matrix is both orthogonal and symplectic if and only if it has the
block form `[[X, -Y], [Y, X]]` with `X + iY` unitary. -/
theorem orthogonal_symplectic_iff (S : Matrix (n ⊕ n) (n ⊕ n) ℝ) :
    (Sᵀ * S = 1 ∧ Sᵀ * sympForm n * S = sympForm n) ↔
      ∃ X Y : Matrix n n ℝ, S = fromBlocks X (-Y) Y X ∧ complexOf X Y ∈ unitaryGroup n ℂ := by
  constructor
  · rintro ⟨h1, h2⟩
    -- an orthogonal symplectic matrix commutes with the symplectic form
    have hc : sympForm n * S = S * sympForm n := by
      calc sympForm n * S = (S * Sᵀ) * (sympForm n * S) := by
            rw [mul_eq_one_comm.1 h1, Matrix.one_mul]
        _ = S * (Sᵀ * sympForm n * S) := by simp only [Matrix.mul_assoc]
        _ = S * sympForm n := by rw [h2]
    obtain ⟨X, Y, rfl⟩ := (commutes_iff_blocks S).1 hc
    refine ⟨X, Y, rfl, ?_⟩
    rw [← realify_mem_passive_iff, realify_complexOf]
    exact ⟨h1, h2⟩
  · rintro ⟨X, Y, rfl, h⟩
    rw [← realify_mem_passive_iff, realify_complexOf] at h
    exact h

/-- The transpose of a passive canonical map is again passive, and it is the inverse map. -/
theorem transpose_mem_passive {S : Matrix (n ⊕ n) (n ⊕ n) ℝ} (hS : S ∈ passive n) :
    Sᵀ ∈ passive n ∧ Sᵀ * S = 1 ∧ S * Sᵀ = 1 := by
  obtain ⟨X, Y, hXY, -⟩ := (orthogonal_symplectic_iff S).1 hS
  have hc := (commutes_iff_blocks S).2 ⟨X, Y, hXY⟩
  have h1 : Sᵀ * S = 1 := hS.1
  have h2 : S * Sᵀ = 1 := mul_eq_one_comm.1 h1
  refine ⟨⟨?_, ?_⟩, h1, h2⟩
  · rw [Matrix.transpose_transpose, h2]
  · rw [Matrix.transpose_transpose, ← hc, Matrix.mul_assoc, h2, Matrix.mul_one]

/-- Reading off `X + iY` from the left column of blocks is a group isomorphism from the
passive canonical maps onto the unitary group. -/
theorem passive_iso_unitary :
    ∃ Φ : passive n ≃* unitaryGroup n ℂ, ∀ S : passive n,
      (Φ S : Matrix n n ℂ) = complexOf S.1.toBlocks₁₁ S.1.toBlocks₂₁ := by
  have hrec : ∀ S ∈ passive n, realify (complexOf S.toBlocks₁₁ S.toBlocks₂₁) = S := by
    intro S hS
    obtain ⟨X, Y, rfl, -⟩ := (orthogonal_symplectic_iff S).1 hS
    rw [toBlocks_fromBlocks₁₁, toBlocks_fromBlocks₂₁, realify_complexOf]
  -- build the inverse map, from unitary to phase-space matrices
  let Ψ : unitaryGroup n ℂ ≃* passive n :=
    { toFun := fun U => ⟨realify U.1, (realify_mem_passive_iff U.1).2 U.2⟩
      invFun := fun S => ⟨complexOf S.1.toBlocks₁₁ S.1.toBlocks₂₁,
        (realify_mem_passive_iff _).1 (by rw [hrec S.1 S.2]; exact S.2)⟩
      left_inv := fun U => Subtype.ext (complexOf_realify U.1)
      right_inv := fun S => Subtype.ext (hrec S.1 S.2)
      map_mul' := fun U V => Subtype.ext (realify_mul U.1 V.1) }
  exact ⟨Ψ.symm, fun _ => rfl⟩

omit [DecidableEq n] in
/-- When the phase-space matrix of `U` acts on `(q, p)`, the complex amplitudes `q + ip`
are transformed by `U`. -/
theorem amplitude_realify_mulVec (U : Matrix n n ℂ) (z : n ⊕ n → ℝ) :
    amplitude (realify U *ᵥ z) = U *ᵥ amplitude z := by
  ext i
  apply Complex.ext <;>
    simp [amplitude, realify, Matrix.mulVec, dotProduct, Fintype.sum_sum_type,
      Finset.sum_add_distrib, Finset.sum_sub_distrib] <;>
    ring

end

end PassiveCanonicalMaps
```

```lean
#print axioms PassiveCanonicalMaps.orthogonal_symplectic_iff
#print axioms PassiveCanonicalMaps.transpose_mem_passive
#print axioms PassiveCanonicalMaps.passive_iso_unitary
#print axioms PassiveCanonicalMaps.amplitude_realify_mulVec
```

```
'PassiveCanonicalMaps.orthogonal_symplectic_iff' depends on axioms: [propext, Classical.choice, Quot.sound]
'PassiveCanonicalMaps.transpose_mem_passive' depends on axioms: [propext, Classical.choice, Quot.sound]
'PassiveCanonicalMaps.passive_iso_unitary' depends on axioms: [propext, Classical.choice, Quot.sound]
'PassiveCanonicalMaps.amplitude_realify_mulVec' depends on axioms: [propext, Classical.choice, Quot.sound]
```

## Two real conditions and one complex condition

Write a phase-space point as a column $z=(q,p)$, with all positions first and all momenta second, and let

$$J=\begin{pmatrix}0&1\\-1&0\end{pmatrix}$$

in $n\times n$ blocks. A real matrix $S$ is orthogonal if $S^TS=1$ and symplectic if $S^TJS=J$. The theorem `orthogonal_symplectic_iff` says that $S$ has both properties exactly when there are real $n\times n$ matrices $X$ and $Y$ with

$$S=\begin{pmatrix}X&-Y\\Y&X\end{pmatrix},\qquad X+iY\ \text{unitary}.$$

In Lean, the type `n` labels the modes. It may be any finite type, and `n ⊕ n` labels the phase-space coordinates: `Sum.inl i` is the position of mode `i` and `Sum.inr i` its momentum. The matrix $J$ is `sympForm n`, and `fromBlocks X (-Y) Y X` lists the blocks in the order upper left, upper right, lower left, lower right. The complex matrix $X+iY$ is `complexOf X Y`. In the other direction, `realify U` is the real block matrix built from the real and imaginary parts of a complex matrix $U$.

The theorem `passive_iso_unitary` adds the group structure. The set `passive n` of orthogonal symplectic matrices is declared as a submonoid, which means that it contains the identity and is closed under products. By `transpose_mem_passive`, it also contains the transpose of each of its members, and this transpose is a two-sided inverse, so the set is a group. The theorem then gives a multiplicative bijection `Φ` from `passive n` onto `unitaryGroup n ℂ`, together with its formula: $\Phi(S)=X+iY$, where $X$ is the upper left block of $S$ and $Y$ the lower left one. The isomorphism is algebraic; the statement says nothing about continuity or smoothness.

## Passive networks and their mode amplitudes

The symplectic condition says that the linear map $z\mapsto Sz$ is canonical. The orthogonality condition says that it preserves $\sum_k(q_k^2+p_k^2)$. This sum has a direct meaning in units with $\hbar=1$, when $q$ and $p$ are scaled to be dimensionless and the oscillator Hamiltonian is $\sum_k \omega_k(q_k^2+p_k^2)/2$ with mode frequencies $\omega_k$. Half of the sum is then the total intensity, the classical quantity that corresponds to the photon number. It is proportional to the energy if all the modes have the same frequency. Maps that preserve it are called passive, in contrast to squeezers and amplifiers.

The usual normalised amplitude is $a_k=(q_k+ip_k)/\sqrt2$, for which $\sum_k|a_k|^2$ equals half of the conserved sum. The function `amplitude` leaves out the factor $1/\sqrt2$. Since the maps are linear, the same matrix transforms both versions. The theorem `amplitude_realify_mulVec` states the transformation law: if `realify U` acts on $(q,p)$, then $U$ acts on $q+ip$. It holds for every complex $U$, and unitarity is what makes the map passive.

In quantum optics, the same matrix $U$ transforms the annihilation operators of a lossless linear network with finitely many modes and no squeezing. The theorems here concern the classical matrices. They contain no Hilbert space and no operators that implement the maps on quantum states, and they leave out phase-space displacements and nonlinear canonical maps.

## A two-mode beam splitter in numbers

Take

$$U=\frac15\begin{pmatrix}3&4i\\4i&3\end{pmatrix}.$$

Each row has squared norm $(9+16)/25=1$, and the inner product of the two rows is $(3\cdot(-4i)+4i\cdot3)/25=0$, so $U$ is unitary. Its real part is $X=\tfrac35\,1$, and its imaginary part $Y$ has $\tfrac45$ in the two off-diagonal places. In the order $(q_1,q_2,p_1,p_2)$ the phase-space matrix is

$$S=\frac15\begin{pmatrix}3&0&0&-4\\0&3&-4&0\\0&4&3&0\\4&0&0&3\end{pmatrix}.$$

The point $(5,0,0,0)$ is sent to $(3,0,0,4)$. In terms of $q+ip$, the amplitudes $(5,0)$ become $(3,4i)$, which is what $U$ gives directly. The normalised amplitudes go from $(5/\sqrt2,\,0)$ to $(3/\sqrt2,\,4i/\sqrt2)$, and the total intensity stays at $25/2=9/2+16/2$.

## From the two conditions to the block form

Suppose that $S$ is orthogonal and symplectic. Since $S$ is a finite square matrix, $S^TS=1$ implies $SS^T=1$. Multiplying $S^TJS=J$ by $S$ from the left gives

$$JS=SS^TJS=SJ,$$

so $S$ commutes with $J$. Now write $S$ in blocks $A,B,C,D$ and compare the two products:

$$JS=\begin{pmatrix}C&D\\-A&-B\end{pmatrix},\qquad SJ=\begin{pmatrix}-B&A\\-D&C\end{pmatrix}.$$

They are equal exactly when $C=-B$ and $D=A$. With $X=A$ and $Y=C$, this is the required block form. Conversely, every matrix of this form commutes with $J$.

The commutation has a simple reading in terms of amplitudes. The map $J$ sends $(q,p)$ to $(p,-q)$, and $p-iq=-i(q+ip)$, so $J$ acts as multiplication by $-i$. A real linear map that commutes with it is complex linear in $q+ip$, and a complex linear map is given by an $n\times n$ complex matrix.

In the file, `commutes_iff_blocks` is the block comparison. It splits $S$ with `fromBlocks_toBlocks`, multiplies out both sides and keeps the two upper block equations, which already contain all the information. The calculation that leads from the two conditions to $JS=SJ$ is the `calc` block in `orthogonal_symplectic_iff`, where `mul_eq_one_comm` supplies $SS^T=1$.

## Why orthogonality becomes unitarity

Let $U=X+iY$, and let $S$ be its block matrix. Then

$$U^\dagger U=(X^T-iY^T)(X+iY)=X^TX+Y^TY+i\,(X^TY-Y^TX),$$

while

$$S^TS=\begin{pmatrix}X^TX+Y^TY&-(X^TY-Y^TX)\\X^TY-Y^TX&X^TX+Y^TY\end{pmatrix}.$$

Both equal the identity under the same two real conditions, $X^TX+Y^TY=1$ and $X^TY=Y^TX$. Hence $S$ is orthogonal exactly when $U$ is unitary. The symplectic condition then follows from the block form: $S$ commutes with $J$, so $S^TJS=S^TSJ=J$.

The Lean proof of `realify_mem_passive_iff` reaches the same equivalence without writing out these products. It uses three properties of `realify`:

- It respects products (`realify_mul`). By hand, the product of $X_1+iY_1$ and $X_2+iY_2$ has real part $X_1X_2-Y_1Y_2$ and imaginary part $X_1Y_2+Y_1X_2$, and multiplying the two block matrices gives the same combinations. Lean compares the entries of each block, and `ring` settles the terms of the sums.
- It turns the adjoint into the transpose (`ht`). The matrix $U^\dagger$ has real part $X^T$ and imaginary part $-Y^T$, and its block matrix is therefore $S^T$.
- It is injective (`hinj`), because `complexOf_realify` recovers $U$ from the left column of blocks.

Together with the fact that `realify` sends the identity to the identity, these properties turn $S^TS=1$ into the statement that $U^\dagger U$ and $1$ have the same block matrix, and so into $U^\dagger U=1$. This equivalence is named `key` in the proof.

The main equivalence now follows in both directions. Given an orthogonal symplectic $S$, the commutation with $J$ provides $X$ and $Y$, `realify_complexOf` identifies $S$ with the block matrix of $X+iY$, and `realify_mem_passive_iff` gives unitarity. Given the block form and a unitary $X+iY$, the same two lemmas give both conditions on $S$.

## Inverses, the isomorphism and the amplitudes

For a passive $S$, the inverse is $S^T$. It is orthogonal because $(S^T)^TS^T=SS^T=1$, and it is symplectic because $SJS^T=JSS^T=J$, where the first step uses the commutation with $J$. This is the argument of `transpose_mem_passive`.

The proof of `passive_iso_unitary` first constructs the map `Ψ` from unitary matrices to passive ones, $U\mapsto$ `realify U`. Its values are passive by `realify_mem_passive_iff`, and it is multiplicative by `realify_mul`. Reading off $X+iY$ undoes it in both orders: `complexOf_realify` covers the case that starts from $U$, and the auxiliary statement `hrec` covers the one that starts from $S$. The required `Φ` is the inverse `Ψ.symm`, so the formula in the theorem holds by definition.

For the amplitudes, the action of $S$ on $(q,p)$ gives $q'=Xq-Yp$ and $p'=Yq+Xp$. Therefore

$$q'+ip'=(X+iY)q+(iX-Y)p=(X+iY)(q+ip),$$

since $iX-Y=i(X+iY)$. The proof of `amplitude_realify_mulVec` compares the real and imaginary parts for each mode. There `Fintype.sum_sum_type` splits the sum over phase-space coordinates into a sum over positions and a sum over momenta, which is the step from $Sz$ to the separate formulas for $q'$ and $p'$.
